# Amplitudes after emptying or filling one mode without a sign

For `n` modes, each empty or filled, a state is given by a complex amplitude `φ` on the occupation patterns, and it need not be normalised. The matrix `lower j` empties mode `j` with no fermionic sign. The theorem `site_action` says that the new amplitude at a pattern `x` is the old one at `x` with mode `j` filled, if `j` is empty in `x`, and zero otherwise; for the adjoint, which fills the mode, "filled" and "empty" change places. The attempt first proves a formula `e` for the entries of the adjoint, then splits on the occupation of mode `j` and leaves the sums to `simp`.

This version doesn't compile in Lean 4 with Mathlib:

```lean
import Mathlib

open Matrix Finset

namespace SiteAction

noncomputable section

/-- An occupation pattern of `n` modes. -/
abbrev Config (n : ℕ) := Fin n → Bool

variable {n : ℕ}

/-- The single-site lowering matrix, which empties mode `j` without any sign. -/
def lower (j : Fin n) : Matrix (Config n) (Config n) ℂ :=
  Matrix.of fun x y => if x j = false ∧ y = Function.update x j true then 1 else 0

/-- The amplitudes of a state after the lowering matrix of mode `j` and after its adjoint. -/
theorem site_action (j : Fin n) (φ : Config n → ℂ) (x : Config n) :
    (lower j *ᵥ φ) x = (if x j = false then φ (Function.update x j true) else 0) ∧
    ((lower j)ᴴ *ᵥ φ) x = (if x j = true then φ (Function.update x j false) else 0) := by
  have flip : ∀ y : Config n, (y j = false ∧ x = Function.update y j true) ↔
      (x j = true ∧ y = Function.update x j false) := by
    intro y
    constructor
    · rintro ⟨h, rfl⟩
      exact ⟨by simp, by rw [Function.update_idem, ← h, Function.update_eq_self]⟩
    · rintro ⟨h, rfl⟩
      exact ⟨by simp, by rw [Function.update_idem, ← h, Function.update_eq_self]⟩
  have e : ∀ y, (lower j)ᴴ x y =
      if x j = true ∧ y = Function.update x j false then 1 else 0 := by
    intro y
    rw [conjTranspose_apply, lower, Matrix.of_apply]
    simp only [flip y]
    split_ifs <;> simp
  constructor
  · by_cases h : x j = false <;> simp [lower, Matrix.mulVec, dotProduct, h]
  · by_cases h : x j = true <;> simp [Matrix.mulVec, dotProduct, e, h]

end

end SiteAction
```

Messages:

```
Main.lean:38:2: error: unsolved goals
case pos
n : ℕ
j : Fin n
φ : Config n → ℂ
x : Config n
flip : ∀ (y : Config n), y j = false ∧ x = Function.update y j true ↔ x j = true ∧ y = Function.update x j false
e : ∀ (y : Config n), (lower j)ᴴ x y = if x j = true ∧ y = Function.update x j false then 1 else 0
h : x j = true
⊢ ∑ i, (starRingEnd ℂ) (lower j i x) * φ i = φ (Function.update x j false)

case neg
n : ℕ
j : Fin n
φ : Config n → ℂ
x : Config n
flip : ∀ (y : Config n), y j = false ∧ x = Function.update y j true ↔ x j = true ∧ y = Function.update x j false
e : ∀ (y : Config n), (lower j)ᴴ x y = if x j = true ∧ y = Function.update x j false then 1 else 0
h : ¬x j = true
⊢ ∑ i, (starRingEnd ℂ) (lower j i x) * φ i = 0
Main.lean:38:65: warning: This simp argument is unused:
  e

Hint: Omit it from the simp argument list.
  [apply] simp [Matrix.mulVec, dotProduct, h]

Note: This linter can be disabled with `set_option linter.unusedSimpArgs false`
```

Fix (accepted with no message):

```diff
@@ -36,5 +36,6 @@
   constructor
   · by_cases h : x j = false <;> simp [lower, Matrix.mulVec, dotProduct, h]
-  · by_cases h : x j = true <;> simp [Matrix.mulVec, dotProduct, e, h]
+  · simp only [Matrix.mulVec, dotProduct, e]
+    by_cases h : x j = true <;> simp [h]
 
 end
```

What went wrong. The error is in the half about the adjoint, where both cases are left with a sum over conjugated entries `lower j i x`. The warning adds that `e` was never used. The two have one cause. `e` rewrites entries of the form `(lower j)ᴴ x y`, but the full `simp` also has Mathlib's simp lemma `conjTranspose_apply`, which turns such an entry into the conjugate of `lower j y x`. Once that has happened `e` no longer matches, and since `simp` was not told to unfold `lower`, it can't evaluate the sum.

The repair first calls `simp only` with `Matrix.mulVec`, `dotProduct` and `e`. The competing lemma is not in that list, so `e` replaces each entry by its `if` expression. After the case split, `simp [h]` can finish: if mode `j` is filled, only the term at `Function.update x j false` survives, and if it is empty, every term is zero. Putting the `simp only` before `by_cases` lets one call serve both cases.
